# Bounds on the finite-mesh exciton binding of a weak contact kernel

An exciton code run on a single k-mesh can return a lowest level below the smallest gap even when that binding vanishes as the mesh grows. Taken at face value, the level is reported as a bound exciton that the mesh has produced.

## Binding between $g/N$ and $g/(N(1-gS))$

Let $D_k$ be the gaps at $N$ mesh points, with a unique minimum $m$ at $k_0$. A contact attraction of strength $g>0$ couples every pair of points equally:

$$H=\mathrm{diag}(D)-\frac gN J,\qquad S=\frac1N\sum_{k\ne k_0}\frac1{D_k-m},$$

where $J$ is the all-ones matrix. If $gS<1$, the least eigenvalue $w$ satisfies

$$\frac gN\le m-w\le\frac{g}{N(1-gS)}.$$

The condition $gS<1$ means that the attraction is too weak for the other points, without $k_0$, to produce a level at or below $m$.

## Reading a binding energy from the lowest eigenvalue

A Bethe–Salpeter code that reports $m-w$ as a binding energy relies on its convergence with the mesh. In this model, with one transition per point and a constant kernel, a positive $m-w$ on one mesh is no evidence of a bound exciton, since it is always at least $g/N$. The bounds also give a check on an eigensolver run with this kernel.

For example, take gaps $3,5,5,5$ and $g=2$, in any energy unit. Then $S=\frac14\cdot\frac32=\frac38$ and $gS=\frac34$, so the binding lies between $0.5$ and $2$. The vector $(1,\frac13,\frac13,\frac13)$ has component sum $2$, and $H$ maps it to $(3-1,\frac53-1,\frac53-1,\frac53-1)$, which is twice the vector. So $2$ is a level below all gaps. The next section shows that at most one level lies there, hence $w=2$ and the binding is $1$.

## From the secular equation to the bounds

Write $Hv=Ev$ as $(D_k-E)v_k=\frac gN A$ with $A=\sum_j v_j$. For $E$ below all gaps, $v_k=\frac gN A/(D_k-E)$, so $A\ne0$ when $v\ne0$. Summing over $k$ and dividing by $A$ gives

$$F(E)=\frac gN\sum_k\frac1{D_k-E}=1.$$

Conversely, if $F(E)=1$, then $v_k=1/(D_k-E)$ is a nonzero eigenvector, because $(D_k-E)v_k=1=\frac gN\sum_j v_j$.

Each term of $F$ increases strictly below the gaps, so at most one level lies there. At $E=m-g$ every denominator is at least $g$, hence $F\le1$. At $E=m-g/N$ the term of $k_0$ alone contributes $1$ and the others are positive, hence $F\ge1$. By continuity a root $w$ lies between these energies. A lower level would be a second root, so $w$ is the least level, and $m-w\ge g/N$.

For the upper bound, set $b=m-w>0$. Since $D_k-w>D_k-m>0$ for $k\ne k_0$,

$$1=\frac{g}{Nb}+\frac gN\sum_{k\ne k_0}\frac1{D_k-w}\le\frac{g}{Nb}+gS.$$

Thus $b(1-gS)\le g/N$, and dividing by $1-gS>0$ gives the bound.

If $gS\le q<1$ on every mesh of a sequence with $N\to\infty$ at fixed $g$, then $0\le b\le g/(N(1-q))\to0$. If instead all gaps equal $m$, then $F(m-g)=1$ and the binding is $g$ on every mesh.

## The Lean file

```lean
import Mathlib

open Finset Matrix Filter Topology

namespace ExcitonMeshBinding

noncomputable section

variable {ι : Type*} [Fintype ι] [DecidableEq ι]

/-- The exciton Hamiltonian on a mesh of `N` points: the gaps `D k` on the diagonal, minus the
contact attraction `g / N` in every entry, the diagonal included. -/
def excitonH (D : ι → ℝ) (g : ℝ) : Matrix ι ι ℝ :=
  Matrix.diagonal D - (g / (Fintype.card ι : ℝ)) • Matrix.of (fun _ _ => (1 : ℝ))

/-- The energy levels of a real matrix: the numbers `E` with `A v = E v` for a nonzero `v`. -/
def levels (A : Matrix ι ι ℝ) : Set ℝ :=
  {E | ∃ v : ι → ℝ, v ≠ 0 ∧ A *ᵥ v = E • v}

/-- The secular function `(g / N) ∑ 1 / (D k - E)`, for a nonempty mesh and an energy `E` that
differs from every gap. -/
def secular (D : ι → ℝ) (g E : ℝ) : ℝ :=
  g / (Fintype.card ι : ℝ) * ∑ k, 1 / (D k - E)

/-- The mesh average `S = (1 / N) ∑ 1 / (D k - D k₀)` over the points other than `k₀`, for gaps
that differ from `D k₀` at all those points. -/
def gapSum (D : ι → ℝ) (k₀ : ι) : ℝ :=
  1 / (Fintype.card ι : ℝ) * ∑ k ∈ univ.erase k₀, 1 / (D k - D k₀)

/-- The Hamiltonian multiplies an amplitude by its gap and subtracts `g / N` times the sum of
all amplitudes. -/
theorem excitonH_mulVec (D : ι → ℝ) (g : ℝ) (v : ι → ℝ) (k : ι) :
    (excitonH D g *ᵥ v) k = D k * v k - g / (Fintype.card ι : ℝ) * ∑ j, v j := by
  simp only [excitonH, Matrix.mulVec, dotProduct, Matrix.sub_apply, Matrix.smul_apply,
    Matrix.of_apply, smul_eq_mul, mul_one, sub_mul, Finset.sum_sub_distrib, ← Finset.mul_sum,
    Matrix.diagonal_apply, ite_mul, zero_mul, Finset.sum_ite_eq, Finset.mem_univ, if_true]

/-- An energy below all gaps is a level exactly when the secular function equals one there. -/
theorem mem_levels_iff {D : ι → ℝ} {g E : ℝ} (hE : ∀ k, E < D k) :
    E ∈ levels (excitonH D g) ↔ secular D g E = 1 := by
  constructor
  · rintro ⟨v, hv, h⟩
    -- each amplitude is fixed by the total amplitude
    have hk : ∀ k, v k = g / (Fintype.card ι : ℝ) * (∑ j, v j) * (1 / (D k - E)) := by
      intro k
      have h1 := congrFun h k
      rw [excitonH_mulVec, Pi.smul_apply, smul_eq_mul] at h1
      rw [mul_one_div, eq_div_iff (sub_pos.2 (hE k)).ne']
      linear_combination h1
    have hs : ∑ j, v j ≠ 0 := by
      intro h0
      apply hv
      funext k
      rw [hk k, h0]
      simp
    have hsum : ∑ j, v j =
        g / (Fintype.card ι : ℝ) * (∑ j, v j) * ∑ k, 1 / (D k - E) :=
      (Finset.sum_congr rfl fun k _ => hk k).trans (Finset.mul_sum _ _ _).symm
    unfold secular
    apply mul_left_cancel₀ hs
    linear_combination -hsum
  · intro h
    refine ⟨fun k => 1 / (D k - E), ?_, ?_⟩
    · intro h0
      have hz : ∑ k, 1 / (D k - E) = 0 := Finset.sum_eq_zero fun k _ => congrFun h0 k
      rw [secular, hz, mul_zero] at h
      exact zero_ne_one h
    · funext k
      rw [excitonH_mulVec, Pi.smul_apply, smul_eq_mul]
      have hT : g / (Fintype.card ι : ℝ) * ∑ j, 1 / (D j - E) = 1 := h
      have h2 : (D k - E) * (1 / (D k - E)) = 1 :=
        mul_one_div_cancel (sub_pos.2 (hE k)).ne'
      linear_combination h2 - hT

omit [DecidableEq ι] in
/-- For an attractive kernel on a nonempty mesh the secular function increases strictly with
energy below all gaps. -/
theorem secular_lt [Nonempty ι] {D : ι → ℝ} {g E₁ E₂ : ℝ} (hg : 0 < g) (h : E₁ < E₂)
    (hE : ∀ k, E₂ < D k) : secular D g E₁ < secular D g E₂ := by
  have hN : (0 : ℝ) < Fintype.card ι := by exact_mod_cast Fintype.card_pos
  refine mul_lt_mul_of_pos_left ?_ (div_pos hg hN)
  exact Finset.sum_lt_sum_of_nonempty Finset.univ_nonempty fun k _ =>
    one_div_lt_one_div_of_lt (sub_pos.2 (hE k)) (by linarith)

/-- For `g > 0` on a nonempty mesh a least level exists, and it lies below the smallest gap by at
least `g / N` and at most `g`. -/
theorem exists_ground_level {D : ι → ℝ} {g : ℝ} (k₀ : ι) (hg : 0 < g)
    (hmin : ∀ k, D k₀ ≤ D k) :
    ∃ w, IsLeast (levels (excitonH D g)) w ∧
      D k₀ - g ≤ w ∧ w ≤ D k₀ - g / (Fintype.card ι : ℝ) := by
  have : Nonempty ι := ⟨k₀⟩
  have hN1 : (1 : ℝ) ≤ Fintype.card ι := by
    exact_mod_cast Nat.succ_le_of_lt (Fintype.card_pos (α := ι))
  have hN : (0 : ℝ) < Fintype.card ι := by linarith
  have hc : 0 < g / (Fintype.card ι : ℝ) := div_pos hg hN
  have hcg : g / (Fintype.card ι : ℝ) ≤ g := div_le_self hg.le hN1
  have hcont : ContinuousOn (fun E => secular D g E)
      (Set.Icc (D k₀ - g) (D k₀ - g / (Fintype.card ι : ℝ))) := by
    unfold secular
    refine continuousOn_const.mul (continuousOn_finsetSum _ fun k _ =>
      ContinuousOn.div continuousOn_const (continuousOn_const.sub continuousOn_id) ?_)
    intro E hE
    have h : 0 < D k - E := by linarith [hE.2, hmin k]
    exact h.ne'
  -- the secular function is at most one at the lower end
  have hlow : secular D g (D k₀ - g) ≤ 1 := by
    have h : ∑ k, 1 / (D k - (D k₀ - g)) ≤ ∑ _k : ι, 1 / g :=
      Finset.sum_le_sum fun k _ => one_div_le_one_div_of_le hg (by linarith [hmin k])
    rw [Finset.sum_const, Finset.card_univ, nsmul_eq_mul] at h
    calc secular D g (D k₀ - g)
        ≤ g / (Fintype.card ι : ℝ) * ((Fintype.card ι : ℝ) * (1 / g)) :=
          mul_le_mul_of_nonneg_left h hc.le
      _ = 1 := by field_simp
  -- at the upper end the term of the smallest gap alone gives one
  have hhigh : 1 ≤ secular D g (D k₀ - g / (Fintype.card ι : ℝ)) := by
    have h : 1 / (D k₀ - (D k₀ - g / (Fintype.card ι : ℝ))) ≤
        ∑ k, 1 / (D k - (D k₀ - g / (Fintype.card ι : ℝ))) :=
      Finset.single_le_sum (f := fun k => 1 / (D k - (D k₀ - g / (Fintype.card ι : ℝ))))
        (fun k _ => by
          have h' : 0 < D k - (D k₀ - g / (Fintype.card ι : ℝ)) := by linarith [hmin k]
          exact (one_div_pos.2 h').le) (Finset.mem_univ k₀)
    rw [sub_sub_cancel] at h
    calc (1 : ℝ) = g / (Fintype.card ι : ℝ) * (1 / (g / (Fintype.card ι : ℝ))) :=
          (mul_one_div_cancel hc.ne').symm
      _ ≤ _ := mul_le_mul_of_nonneg_left h hc.le
  obtain ⟨w, hw, hw1⟩ := intermediate_value_Icc (by linarith) hcont ⟨hlow, hhigh⟩
  have hwD : ∀ k, w < D k := fun k => by linarith [hw.2, hmin k]
  refine ⟨w, ⟨(mem_levels_iff hwD).2 hw1, ?_⟩, hw.1, hw.2⟩
  -- a lower level would be a second root of the secular equation
  intro E hE
  by_contra hlt
  have hlt' : E < w := not_le.1 hlt
  have h1 := (mem_levels_iff fun k => hlt'.trans (hwD k)).1 hE
  have h2 := secular_lt hg hlt' hwD
  have h3 : secular D g w = 1 := hw1
  linarith

/-- Mesh binding: if the smallest gap `D k₀` is unique, `g > 0` and `g S < 1`, the least level
lies below `D k₀` by at least `g / N` and at most `g / (N (1 - g S))`. -/
theorem mesh_binding {D : ι → ℝ} {g w : ℝ} {k₀ : ι} (hg : 0 < g)
    (hmin : ∀ k, k ≠ k₀ → D k₀ < D k) (hS : g * gapSum D k₀ < 1)
    (hw : IsLeast (levels (excitonH D g)) w) :
    g / (Fintype.card ι : ℝ) ≤ D k₀ - w ∧
      D k₀ - w ≤ g / ((Fintype.card ι : ℝ) * (1 - g * gapSum D k₀)) := by
  have : Nonempty ι := ⟨k₀⟩
  have hN : (0 : ℝ) < Fintype.card ι := by exact_mod_cast Fintype.card_pos
  have hc : 0 < g / (Fintype.card ι : ℝ) := div_pos hg hN
  have hle : ∀ k, D k₀ ≤ D k := fun k => by
    by_cases h : k = k₀
    · rw [h]
    · exact (hmin k h).le
  obtain ⟨w', hw', -, hup⟩ := exists_ground_level k₀ hg hle
  rw [← hw.unique hw'] at hup
  refine ⟨by linarith, ?_⟩
  have hb : 0 < D k₀ - w := by linarith
  have hsec := (mem_levels_iff fun k => by linarith [hle k]).1 hw.1
  -- split off the smallest gap and bound the other terms by their values at `D k₀`
  have hsplit : 1 / (D k₀ - w) + ∑ k ∈ univ.erase k₀, 1 / (D k - w) =
      ∑ k, 1 / (D k - w) :=
    Finset.add_sum_erase univ (fun k => 1 / (D k - w)) (Finset.mem_univ k₀)
  have hrest : ∑ k ∈ univ.erase k₀, 1 / (D k - w) ≤
      ∑ k ∈ univ.erase k₀, 1 / (D k - D k₀) :=
    Finset.sum_le_sum fun k hk =>
      one_div_le_one_div_of_le (sub_pos.2 (hmin k (Finset.ne_of_mem_erase hk))) (by linarith)
  have hone : 1 ≤ g / (Fintype.card ι : ℝ) *
      (1 / (D k₀ - w) + ∑ k ∈ univ.erase k₀, 1 / (D k - D k₀)) := by
    calc (1 : ℝ) = g / (Fintype.card ι : ℝ) * ∑ k, 1 / (D k - w) := hsec.symm
      _ ≤ _ := mul_le_mul_of_nonneg_left (by linarith) hc.le
  -- solve the resulting inequality for the binding energy
  have key : ∀ N b T : ℝ, 0 < N → 0 < b → 1 ≤ g / N * (1 / b + T) →
      b * (N * (1 - g / N * T)) ≤ g := by
    intro N b T hN hb h
    have h1 : g / N * N = g := div_mul_cancel₀ g hN.ne'
    have h2 : 1 / b * b = 1 := one_div_mul_cancel hb.ne'
    have e : g / N * (1 / b + T) * (N * b) = g + g / N * T * (N * b) := by
      linear_combination (1 / b * b) * h1 + g * h2
    nlinarith [mul_le_mul_of_nonneg_right h (mul_pos hN hb).le, e]
  have hS' : g * gapSum D k₀ =
      g / (Fintype.card ι : ℝ) * ∑ k ∈ univ.erase k₀, 1 / (D k - D k₀) := by
    unfold gapSum
    ring
  rw [le_div_iff₀ (mul_pos hN (by linarith)), hS']
  exact key _ _ _ hN hb hone

/-- Along meshes whose number of points grows without bound, each with a unique smallest gap,
at fixed `g > 0` and with `g S ≤ q < 1` throughout, the binding energy tends to zero. -/
theorem mesh_binding_tendsto_zero {N : ℕ → ℕ} {D : ∀ n, Fin (N n) → ℝ}
    {k₀ : ∀ n, Fin (N n)} {w : ℕ → ℝ} {g q : ℝ} (hg : 0 < g) (hq : q < 1)
    (hN : Tendsto N atTop atTop) (hmin : ∀ n k, k ≠ k₀ n → D n (k₀ n) < D n k)
    (hS : ∀ n, g * gapSum (D n) (k₀ n) ≤ q)
    (hw : ∀ n, IsLeast (levels (excitonH (D n) g)) (w n)) :
    Tendsto (fun n => D n (k₀ n) - w n) atTop (𝓝 0) := by
  have hlim : Tendsto (fun n => g / (1 - q) / (N n : ℝ)) atTop (𝓝 0) :=
    (tendsto_natCast_atTop_atTop.comp hN).const_div_atTop _
  refine squeeze_zero (fun n => ?_) (fun n => ?_) hlim
  · have h := (mesh_binding hg (hmin n) ((hS n).trans_lt hq) (hw n)).1
    exact le_trans (div_nonneg hg.le (Nat.cast_nonneg _)) h
  · have h := (mesh_binding hg (hmin n) ((hS n).trans_lt hq) (hw n)).2
    rw [Fintype.card_fin] at h
    have hpos : (0 : ℝ) < N n := by exact_mod_cast (Nat.zero_le _).trans_lt (k₀ n).isLt
    refine h.trans ?_
    rw [div_div, mul_comm (1 - q)]
    exact div_le_div_of_nonneg_left hg.le (mul_pos hpos (by linarith))
      (mul_le_mul_of_nonneg_left (by linarith [hS n]) hpos.le)

/-- If all gaps on a nonempty mesh equal `m` and `g > 0`, the least level is `m - g`, whatever
the number of mesh points. -/
theorem flat_band_binding [Nonempty ι] {m g : ℝ} (hg : 0 < g) :
    IsLeast (levels (excitonH (fun _ : ι => m) g)) (m - g) := by
  obtain ⟨k₀⟩ := ‹Nonempty ι›
  have : Nonempty ι := ⟨k₀⟩
  have hN : (Fintype.card ι : ℝ) ≠ 0 := by exact_mod_cast Fintype.card_ne_zero
  obtain ⟨w, hw, h1, -⟩ :=
    exists_ground_level (D := fun _ : ι => m) k₀ hg (fun _ => le_rfl)
  have hmem : m - g ∈ levels (excitonH (fun _ : ι => m) g) := by
    refine (mem_levels_iff fun _ => by linarith).2 ?_
    simp only [secular, sub_sub_cancel, Finset.sum_const, Finset.card_univ, nsmul_eq_mul]
    field_simp
  have h : w = m - g := le_antisymm (hw.2 hmem) h1
  exact h ▸ hw

end

end ExcitonMeshBinding
```

```lean
#print axioms ExcitonMeshBinding.mesh_binding_tendsto_zero
#print axioms ExcitonMeshBinding.flat_band_binding
```

```
'ExcitonMeshBinding.mesh_binding_tendsto_zero' depends on axioms: [propext, Classical.choice, Quot.sound]
'ExcitonMeshBinding.flat_band_binding' depends on axioms: [propext, Classical.choice, Quot.sound]
```

## What the theorems guarantee for a mesh calculation

The finite type `ι` labels the mesh points, `D k₀` is $m$, `excitonH D g` is $H$ and `gapSum D k₀` is $S$. `levels` collects the real eigenvalues, and `IsLeast` says that `w` is one of them and that none is lower. In `mesh_binding`, `hmin` states the unique minimum and `hS` states $gS<1$. Existence of the least level comes from `exists_ground_level`, which needs neither condition.

`mem_levels_iff` is the secular equation and `secular_lt` its monotonicity; `intermediate_value_Icc` supplies the root. In `mesh_binding`, `Finset.add_sum_erase` splits off the minimum's term, `hrest` compares the remaining denominators, and `key` solves for $b$. `mesh_binding_tendsto_zero` squeezes the binding between zero and $g/(N(1-q))$, and `flat_band_binding` treats equal gaps.

`mesh_binding_tendsto_zero` assumes one $q<1$ for the whole sequence. Finding $gS<1$ on a single mesh does not supply this, and does not show that its binding is spurious. The file does not derive the bound on $gS$ from a band structure. For a parabolic minimum at a mesh point, $S$ grows without bound on ever finer regular meshes in one or two dimensions, so there $gS\le q<1$ fails on fine meshes for every fixed $g>0$, and the limit theorem does not apply. Momentum-dependent kernels, several bands and the rounding of a numerical eigensolver lie outside the model.
